# A generator leaves the density matrix unchanged for every rotation parameter exactly when it commutes with it

An orbital rotation \(e^{tK}\) leaves the density matrix \(P\) unchanged for all real \(t\) if and only if \(KP=PK\). That is the rule I was given for spotting redundant rotations in SCF, and it bothers me. The commutator is only the first-order change of \(P\). Why can't a rotation do nothing at first order and still change the density at second order? And how does the rule become the familiar one, that only occupied–virtual rotations matter?

## The commutator at \(t=0\) controls every \(t\)

The rule holds for any complex square matrices \(K\) and \(P\) of the same finite size. A vanishing first-order change rules out all later changes because the slope at any \(t\) is the initial slope, carried along by the rotation. Write

\[
D(t)=e^{tK}Pe^{-tK}.
\]

Since \(K\) commutes with \(e^{tK}\), the product rule gives

\[
D'(t)=e^{tK}KPe^{-tK}-e^{tK}PKe^{-tK}=e^{tK}(KP-PK)e^{-tK}.
\]

At \(t=0\) this is \(KP-PK\). If \(D(t)=P\) for all \(t\), the derivative at zero vanishes, so \(KP=PK\). Conversely, if \(KP=PK\), then \(P\) commutes with every power of \(K\), hence with the exponential series, and

\[
D(t)=Pe^{tK}e^{-tK}=P.
\]

The two exponentials cancel because the exponents \(tK\) and \(-tK\) commute, so they may be added, and their sum is zero.

## From the commutator to occupied and virtual blocks

Now let \(P^2=P\), and let \(Q=1-P\) project onto the virtual space. If \(KP=PK\), then \(PKP=KP^2=KP=PK\), so

\[
PKQ=PK-PKP=0,\qquad QKP=KP-PKP=0.
\]

Conversely, if both blocks vanish, then \(PK=PKP=KP\).

For ordinary unitary rotations \(K^\dagger=-K\), and with \(P^\dagger=P\) one finds \((QKP)^\dagger=-PKQ\). One block vanishes exactly when the other does, so the virtual–occupied block \(QKP\) alone decides. A rotation between two occupied orbitals has no such block and leaves \(P\) alone.

The condition "for all \(t\)" matters. Take

\[
K=\begin{pmatrix}2\pi i&0\\0&0\end{pmatrix},\qquad
P=\frac12\begin{pmatrix}1&1\\1&1\end{pmatrix}.
\]

Here \(e^K=1\), so \(D(1)=P\). Yet the upper right entry of \(KP\) is \(\pi i\), while that of \(PK\) is \(0\). The density has moved away and come back.

## What the Lean statements say

The type `n` labels a finite set of orbitals, taken as an orthonormal basis, and `Matrix n n ℂ` holds both \(K\) and \(P\). The function \(D\) is `rotatedDensity K P`, built with the true matrix exponential. The parameter `t` is a real rotation parameter, not time.

`redundant_iff_commute` is the main equivalence. It does not assume that \(P\) is Hermitian or idempotent, nor that \(K\) is anti-Hermitian, so \(e^{tK}\) need not be unitary there. `HasDerivAt (rotatedDensity K P) 0 0` says that the derivative is zero at \(t=0\); the name `stationary_iff_commute` thus refers to a stationary density, whereas SCF texts usually mean a stationary energy.

In the block theorems, `hP` makes \(P\) a projector, as for a single determinant with each spin orbital either filled or empty. `hPh` makes that projector orthogonal, and `hK` makes the rotation unitary; the symbol `ᴴ` is the conjugate transpose.

One physical step remains: "redundant" here means that \(P\) does not change. To conclude that the energy does not change either, one needs an energy that depends on the orbitals only through \(P\), as in Hartree–Fock theory.

```lean
import Mathlib

open Matrix
open scoped Matrix.Norms.Operator

namespace RedundantRotations

variable {n : Type*} [Fintype n] [DecidableEq n]

/-- The density matrix `P` after the orbital rotation generated by `K` with parameter `t`:
`exp(tK) P exp(-tK)`. -/
noncomputable def rotatedDensity (K P : Matrix n n ℂ) (t : ℝ) : Matrix n n ℂ :=
  NormedSpace.exp (t • K) * P * NormedSpace.exp (-(t • K))

/-- The transformations generated by `K` and by `-K` cancel. -/
theorem exp_mul_exp_neg (K : Matrix n n ℂ) :
    NormedSpace.exp K * NormedSpace.exp (-K) = 1 := by
  rw [← Matrix.exp_add_of_commute K (-K) (Commute.refl K).neg_right,
    add_neg_cancel, NormedSpace.exp_zero]

/-- The derivative of the rotated density with respect to `t` is the commutator `KP - PK`, carried
along by the rotation. -/
theorem hasDerivAt_rotatedDensity (K P : Matrix n n ℂ) (t : ℝ) :
    HasDerivAt (rotatedDensity K P)
      (NormedSpace.exp (t • K) * (K * P - P * K) * NormedSpace.exp (-(t • K))) t := by
  have h1 : HasDerivAt (fun u : ℝ => NormedSpace.exp (u • K))
      (NormedSpace.exp (t • K) * K) t := hasDerivAt_exp_smul_const K t
  have h2 : HasDerivAt (fun u : ℝ => NormedSpace.exp (u • (-K)))
      (-K * NormedSpace.exp (t • (-K))) t := hasDerivAt_exp_smul_const' (-K) t
  simp only [smul_neg] at h2
  -- product rule for the two exponential factors
  exact ((h1.mul_const P).fun_mul h2).congr_deriv (by noncomm_ring)

/-- The first-order response of the density matrix to the rotation vanishes at `t = 0`
exactly when the generator commutes with the density matrix. -/
theorem stationary_iff_commute (K P : Matrix n n ℂ) :
    HasDerivAt (rotatedDensity K P) 0 0 ↔ K * P = P * K := by
  have h0 := hasDerivAt_rotatedDensity K P 0
  simp only [zero_smul, neg_zero, NormedSpace.exp_zero, one_mul, mul_one] at h0
  constructor
  · intro h
    exact sub_eq_zero.mp (h0.unique h)
  · intro h
    rwa [h, sub_self] at h0

/-- A generator `K` leaves the density matrix `P` unchanged for all real `t` if and only if
`K` commutes with `P`. -/
theorem redundant_iff_commute (K P : Matrix n n ℂ) :
    (∀ t : ℝ, rotatedDensity K P t = P) ↔ K * P = P * K := by
  constructor
  · intro h
    -- a constant density has zero first-order response
    have hconst : rotatedDensity K P = fun _ => P := funext h
    apply (stationary_iff_commute K P).mp
    rw [hconst]
    exact hasDerivAt_const (0 : ℝ) P
  · intro h t
    -- `P` moves through the exponential, and the two exponentials cancel
    have hc : Commute P K := h.symm
    have he : P * NormedSpace.exp (t • K) = NormedSpace.exp (t • K) * P :=
      (hc.smul_right t).exp_right
    unfold rotatedDensity
    rw [← he, mul_assoc, exp_mul_exp_neg, mul_one]

/-- A generator commutes with an idempotent density matrix `P` exactly when both of its
blocks between the occupied space (`P`) and the virtual space (`1 - P`) vanish. -/
theorem commute_iff_blocks_zero (K P : Matrix n n ℂ) (hP : P * P = P) :
    K * P = P * K ↔ P * K * (1 - P) = 0 ∧ (1 - P) * K * P = 0 := by
  constructor
  · intro h
    have hPKP : P * K * P = P * K := by rw [← h, mul_assoc, hP]
    constructor
    · rw [mul_sub, mul_one, hPKP, sub_self]
    · rw [sub_mul, sub_mul, one_mul, hPKP, h, sub_self]
  · rintro ⟨h1, h2⟩
    rw [mul_sub, mul_one, sub_eq_zero] at h1
    rw [sub_mul, sub_mul, one_mul, sub_eq_zero] at h2
    rw [h2, ← h1]

/-- For a Hermitian idempotent density matrix `P` and an anti-Hermitian generator `K`, the
rotation leaves `P` unchanged for all real `t` exactly when the virtual-occupied block of `K`
vanishes. -/
theorem redundant_iff_virtual_occupied_zero (K P : Matrix n n ℂ)
    (hP : P * P = P) (hPh : Pᴴ = P) (hK : Kᴴ = -K) :
    (∀ t : ℝ, rotatedDensity K P t = P) ↔ (1 - P) * K * P = 0 := by
  rw [redundant_iff_commute, commute_iff_blocks_zero K P hP]
  constructor
  · exact fun h => h.2
  · intro h
    refine ⟨?_, h⟩
    -- the other block is minus the adjoint of this one
    have h' := congrArg Matrix.conjTranspose h
    simp only [Matrix.conjTranspose_mul, Matrix.conjTranspose_sub,
      Matrix.conjTranspose_one, Matrix.conjTranspose_zero, hPh, hK] at h'
    have e : P * K * (1 - P) = -(P * (-K * (1 - P))) := by noncomm_ring
    rw [e, h', neg_zero]

/-- Three orbitals, the first two occupied. -/
def twoOccupied : Matrix (Fin 3) (Fin 3) ℂ := !![1, 0, 0; 0, 1, 0; 0, 0, 0]

/-- The generator of real rotations between the first two of three orbitals. -/
def occupiedRotation : Matrix (Fin 3) (Fin 3) ℂ := !![0, -1, 0; 1, 0, 0; 0, 0, 0]

/-- The density matrix with two occupied orbitals is a Hermitian projector, and the rotation
between these orbitals has a nonzero anti-Hermitian generator that commutes with it. -/
theorem redundant_witness :
    twoOccupied * twoOccupied = twoOccupied ∧ twoOccupiedᴴ = twoOccupied ∧
    occupiedRotationᴴ = -occupiedRotation ∧
    occupiedRotation * twoOccupied = twoOccupied * occupiedRotation ∧
    occupiedRotation ≠ 0 := by
  refine ⟨?_, ?_, ?_, ?_, ?_⟩
  · ext i j
    fin_cases i <;> fin_cases j <;> simp [twoOccupied, Matrix.mul_apply, Fin.sum_univ_succ]
  · ext i j
    fin_cases i <;> fin_cases j <;> simp [twoOccupied, Matrix.conjTranspose_apply]
  · ext i j
    fin_cases i <;> fin_cases j <;> simp [occupiedRotation, Matrix.conjTranspose_apply]
  · ext i j
    fin_cases i <;> fin_cases j <;>
      simp [twoOccupied, occupiedRotation, Matrix.mul_apply, Fin.sum_univ_succ]
  · intro h
    have h10 := congrFun (congrFun h 1) 0
    simp [occupiedRotation] at h10

/-- A single parameter value does not suffice: for `K = diag(2πi, 0)` and the density matrix
with all entries `1/2`, the density returns to itself at `t = 1` although `K` does not commute
with it. -/
theorem single_parameter_insufficient :
    rotatedDensity (Matrix.diagonal ![2 * (Real.pi : ℂ) * Complex.I, 0])
        !![1 / 2, 1 / 2; 1 / 2, 1 / 2] 1 = !![1 / 2, 1 / 2; 1 / 2, 1 / 2] ∧
    Matrix.diagonal ![2 * (Real.pi : ℂ) * Complex.I, 0] * !![1 / 2, 1 / 2; 1 / 2, 1 / 2] ≠
      !![1 / 2, 1 / 2; 1 / 2, 1 / 2] * Matrix.diagonal ![2 * (Real.pi : ℂ) * Complex.I, 0] := by
  constructor
  · -- a full turn of the phase: the exponential of `K` is the identity
    have hv : NormedSpace.exp ![2 * (Real.pi : ℂ) * Complex.I, 0] = fun _ => 1 := by
      funext i
      rw [Pi.coe_exp, ← Complex.exp_eq_exp_ℂ]
      fin_cases i <;> simp [Complex.exp_two_pi_mul_I]
    have hexp : NormedSpace.exp
        (Matrix.diagonal ![2 * (Real.pi : ℂ) * Complex.I, 0]) = 1 := by
      rw [Matrix.exp_diagonal, hv, Matrix.diagonal_one]
    have hneg := exp_mul_exp_neg (Matrix.diagonal ![2 * (Real.pi : ℂ) * Complex.I, 0])
    rw [hexp, one_mul] at hneg
    unfold rotatedDensity
    rw [one_smul, hexp, hneg, one_mul, mul_one]
  · intro h
    have h01 := congrFun (congrFun h 0) 1
    rw [Matrix.diagonal_mul, Matrix.mul_diagonal] at h01
    simp [Real.pi_ne_zero] at h01

end RedundantRotations
```

```lean
#print axioms RedundantRotations.stationary_iff_commute
#print axioms RedundantRotations.redundant_iff_virtual_occupied_zero
#print axioms RedundantRotations.single_parameter_insufficient
```

```
'RedundantRotations.stationary_iff_commute' depends on axioms: [propext, Classical.choice, Quot.sound]
'RedundantRotations.redundant_iff_virtual_occupied_zero' depends on axioms: [propext, Classical.choice, Quot.sound]
'RedundantRotations.single_parameter_insufficient' depends on axioms: [propext, Classical.choice, Quot.sound]
```

## How the Lean proof runs

`exp_mul_exp_neg` cancels the two exponentials. In `hasDerivAt_rotatedDensity`, `h1` and `h2` differentiate the two factors, with \(K\) placed next to \(P\) in each; the product rule joins them, and `noncomm_ring` collects the two terms into the commutator without exchanging any matrices.

`stationary_iff_commute` sets \(t=0\) and uses the uniqueness of the derivative: if both \(KP-PK\) and \(0\) are the derivative, they are equal. The forward half of `redundant_iff_commute` applies this to a constant function. The reverse half moves \(P\) through the exponential with `exp_right` and then cancels.

`commute_iff_blocks_zero` follows the projector algebra above, with `hPKP` as the identity \(PKP=PK\). `redundant_iff_virtual_occupied_zero` takes the conjugate transpose of the vanishing block to obtain the other one.

`redundant_witness` checks entry by entry a nonzero generator of rotations between two occupied orbitals among three, including that it commutes with the density matrix. `single_parameter_insufficient` exponentiates the diagonal matrix above and compares the entry in row 0, column 1, which is the upper right one since Lean counts from zero.

## Starting from a finite unitary instead

The rotation could also have been modelled as a single unitary matrix \(U\), without a generator. Then \(UPU^\dagger=P\) is equivalent to \(UP=PU\) by one multiplication, and no derivative is needed. For \(U=e^K\), however, this condition does not force \(K\) itself to commute with \(P\): in the two-orbital example \(U=e^K=1\) commutes with everything, while \(K\) does not commute with \(P\).

## Counting parameters in an SCF step

For a single determinant in a finite basis, the result identifies rotation parameters that an orbital optimisation can leave out. Take restricted Hartree–Fock for water in a minimal basis, with seven real spatial orbitals, five of them doubly occupied. Per spin, \(P\) is diagonal in the current orbitals, with five ones and two zeros.

A real antisymmetric \(K\) has 21 independent entries: 10 mix occupied orbitals among themselves, 1 mixes the two virtual orbitals, and 10 connect virtual with occupied orbitals. The first 11 generate rotations that leave \(P\) unchanged, so the energy gradient along them is zero. An SCF method that optimises the orbitals by gradient-based rotations can set them to zero, choose the \(2\times5\) virtual–occupied block from the gradient, fix the opposite block by antisymmetry, and apply the exponential of the resulting \(K\) to the orbitals. Other SCF methods obtain new orbitals by diagonalising a Fock matrix instead.
